# Sampling a sinusoidal Josephson current at M uniform phases finds at least A cos(π/M) and at most A

## A critical current that depends on the grid

Suppose the critical current of a junction with a sinusoidal current-phase relation is read off as the largest current in a phase scan. With four equally spaced phases and the peak midway between two of them, the scan reports about $0.71$ of the true value. Shift the grid by an eighth of a turn and it reports the full value. A change in the reported critical current can therefore come from the grid's position alone, and a bound on this effect limits how large such a change can be.

For the current-phase relation $I(\varphi)=A\sin\varphi$ with $A\ge 0$, the critical current is $A$, reached at $\varphi=\pi/2$. The scan uses the phases
$$\varphi_j=\frac{2\pi j}{M}+d,\qquad j=0,\dots,M-1,$$
with $M\ge1$ and a real offset $d$, and reports $S(d)=\max_j A\sin\varphi_j$.

## The two extremes over all offsets

The main theorem, `sampledCritical_sharp_range`, says that as $d$ runs over the reals, $S(d)$ has least value $A\cos(\pi/M)$ and greatest value $A$. `IsLeast` and `IsGreatest` on `Set.range (sampledCritical M A)` each mean that some offset gives the value and that no offset goes beyond it.

In the code, `josephsonCurrent` is $I$, `gridPhase` is $\varphi_j$ in radians, and `sampledCritical` is $S(d)$. The index `j : Fin M` runs from $0$ to $M-1$, `[NeZero M]` encodes $M\ge1$, and `sup'` is the maximum over a nonempty finite set. It is the maximum of the signed current, not of its magnitude.

The hypothesis `0 ≤ A` fixes the sign of the amplitude. For negative $A$ both bounds can fail: with $A=-1$, $M=1$, $d=0$ the only sample is $0$, while the claimed lower and upper bounds would be $1$ and $-1$.

The model has no higher harmonics, noise or rounding error. For a simulated phase scan of such a purely sinusoidal junction, the error estimate below shows that 23 phases are enough to come within one per cent of the critical current.

## From the nearest grid phase to the bounds

**Lower bound.** Let $x=(\pi/2-d)M/(2\pi)$ and let $n$ be a nearest integer, so $|x-n|\le\tfrac12$. Write $n=j+Mq$ with $0\le j<M$. Then
$$\delta=\varphi_j-\left(\frac{\pi}{2}-2\pi q\right)=\frac{2\pi n}{M}+d-\frac{\pi}{2}=-\frac{2\pi}{M}(x-n),$$
so $|\delta|\le\pi/M\le\pi$. The cosine decreases on $[0,\pi]$, hence $\sin\varphi_j=\cos|\delta|\ge\cos(\pi/M)$. Multiplying by $A\ge0$ gives $S(d)\ge A\cos(\pi/M)$.

**Upper bound.** Since $\sin\varphi_j\le1$, every sample is at most $A$.

**Attainment.** Take $d=\pi/2+s$ with $|s|\le\pi/M$. The samples are $A\cos\theta_j$ with $\theta_j=2\pi j/M+s$, and $j=0$ gives $A\cos s$. For $1\le j\le M-1$,
$$|s|\le\frac{2\pi}{M}-|s|\le\theta_j\le2\pi-\frac{2\pi}{M}+|s|\le2\pi-|s|.$$
If $\theta_j\le\pi$, monotonicity gives $\cos\theta_j\le\cos s$. Otherwise the same argument applies to $2\pi-\theta_j$, which has the same cosine. So $S(\pi/2+s)=A\cos s$. The choices $s=\pi/M$ and $s=0$ attain the two bounds.

**Error.** From $\cos u\ge1-u^2/2$ with $u=\pi/M$,
$$A-S(d)\le\frac{A\pi^2}{2M^2}.$$

## The Lean file

```lean
import Mathlib

open scoped Real

namespace JosephsonPhaseGrid

noncomputable section

/-- The sinusoidal current-phase relation `I(φ) = A sin φ` of a Josephson junction. -/
def josephsonCurrent (A φ : ℝ) : ℝ := A * Real.sin φ

/-- The `j`-th phase of a uniform grid of `M ≥ 1` points on the circle, shifted by the
offset `d`. -/
def gridPhase (M : ℕ) (d : ℝ) (j : Fin M) : ℝ := 2 * π * ((j : ℕ) : ℝ) / M + d

/-- The largest current found on the grid of `M ≥ 1` phases with offset `d`. -/
def sampledCritical (M : ℕ) [NeZero M] (A d : ℝ) : ℝ :=
  Finset.univ.sup' ⟨⟨0, Nat.pos_of_ne_zero (NeZero.ne M)⟩, Finset.mem_univ _⟩
    (fun j : Fin M => josephsonCurrent A (gridPhase M d j))

/-- For `A ≥ 0` the true critical current, the maximum of `A sin φ` over all phases, is `A`. -/
theorem criticalCurrent_isGreatest {A : ℝ} (hA : 0 ≤ A) :
    IsGreatest (Set.range (josephsonCurrent A)) A := by
  constructor
  · exact ⟨π / 2, by simp [josephsonCurrent]⟩
  · rintro _ ⟨φ, rfl⟩
    exact mul_le_of_le_one_right hA (Real.sin_le_one φ)

/-- Whatever the offset, some grid phase lies within `π/M` of `π/2`, up to full turns. -/
theorem exists_phase_near_peak (M : ℕ) [NeZero M] (d : ℝ) :
    ∃ j : Fin M, ∃ k : ℤ, |gridPhase M d j - (π / 2 + k * (2 * π))| ≤ π / M := by
  have hMn : 0 < M := Nat.pos_of_ne_zero (NeZero.ne M)
  have hM : (0 : ℝ) < M := Nat.cast_pos.mpr hMn
  have hMz : (0 : ℤ) < M := by exact_mod_cast hMn
  have hpi := Real.pi_pos
  -- the nearest point of the unbounded grid
  obtain ⟨n, hn⟩ : ∃ n : ℤ, |(π / 2 - d) * M / (2 * π) - n| ≤ 1 / 2 :=
    ⟨_, abs_sub_round _⟩
  -- fold it back into the first turn
  have h0 := Int.emod_nonneg n hMz.ne'
  have h1 := Int.emod_lt_of_pos n hMz
  have hdef := Int.emod_def n (M : ℤ)
  obtain ⟨j, hj⟩ := Int.eq_ofNat_of_zero_le h0
  rw [hj] at h1 hdef
  have hjM : j < M := by exact_mod_cast h1
  generalize n / (M : ℤ) = q at hdef
  have hc : (j : ℝ) = n - M * q := by exact_mod_cast hdef
  refine ⟨⟨j, hjM⟩, -q, ?_⟩
  have key : gridPhase M d ⟨j, hjM⟩ - (π / 2 + ((-q : ℤ) : ℝ) * (2 * π))
      = -(2 * π / M) * ((π / 2 - d) * M / (2 * π) - n) := by
    show 2 * π * (j : ℝ) / M + d - _ = _
    rw [hc]
    push_cast
    field_simp
    ring
  have hstep : (0 : ℝ) < 2 * π / M := div_pos (by positivity) hM
  rw [key, abs_mul, abs_neg, abs_of_pos hstep]
  calc 2 * π / M * |(π / 2 - d) * M / (2 * π) - n|
      ≤ 2 * π / M * (1 / 2) := mul_le_mul_of_nonneg_left hn hstep.le
    _ = π / M := by ring

/-- For `A ≥ 0` and any offset, the sampled critical current lies between `A cos(π/M)`
and `A`. -/
theorem sampledCritical_bounds (M : ℕ) [NeZero M] {A : ℝ} (hA : 0 ≤ A) (d : ℝ) :
    A * Real.cos (π / M) ≤ sampledCritical M A d ∧ sampledCritical M A d ≤ A := by
  constructor
  · obtain ⟨j, k, h⟩ := exists_phase_near_peak M d
    have hM1 : (1 : ℝ) ≤ M := by
      exact_mod_cast Nat.pos_of_ne_zero (NeZero.ne M)
    have hsin : Real.cos (gridPhase M d j - (π / 2 + k * (2 * π)))
        = Real.sin (gridPhase M d j) := by
      rw [← sub_sub, Real.cos_sub_int_mul_two_pi, Real.cos_sub_pi_div_two]
    -- the current at the phase nearest to the peak is already large enough
    have hcos : Real.cos (π / M) ≤ Real.sin (gridPhase M d j) := by
      rw [← hsin, ← Real.cos_abs (gridPhase M d j - (π / 2 + k * (2 * π)))]
      exact Real.cos_le_cos_of_nonneg_of_le_pi (abs_nonneg _)
        (div_le_self Real.pi_pos.le hM1) h
    exact (mul_le_mul_of_nonneg_left hcos hA).trans
      (Finset.le_sup' (fun j : Fin M => josephsonCurrent A (gridPhase M d j))
        (Finset.mem_univ j))
  · unfold sampledCritical
    refine Finset.sup'_le _ _ fun j _ => ?_
    exact mul_le_of_le_one_right hA (Real.sin_le_one _)

/-- A phase `θ` in the window `|s| ≤ θ ≤ 2π - |s|`, has a cosine no larger than that of `s`. -/
theorem cos_le_cos_of_window {s θ : ℝ} (h1 : |s| ≤ θ) (h2 : θ ≤ 2 * π - |s|) :
    Real.cos θ ≤ Real.cos s := by
  rw [← Real.cos_abs s]
  rcases le_total θ π with h | h
  · exact Real.cos_le_cos_of_nonneg_of_le_pi (abs_nonneg s) h h1
  · rw [← Real.cos_two_pi_sub θ]
    exact Real.cos_le_cos_of_nonneg_of_le_pi (abs_nonneg s) (by linarith) (by linarith)

/-- For `A ≥ 0`, the grid with offset `π/2 + s`, where `|s| ≤ π/M`, gives the sampled critical
current `A cos s` exactly. -/
theorem sampledCritical_near_peak (M : ℕ) [NeZero M] {A s : ℝ} (hA : 0 ≤ A)
    (hs : |s| ≤ π / M) : sampledCritical M A (π / 2 + s) = A * Real.cos s := by
  have hMn : 0 < M := Nat.pos_of_ne_zero (NeZero.ne M)
  have hM : (0 : ℝ) < M := Nat.cast_pos.mpr hMn
  have hsin : ∀ j : Fin M, josephsonCurrent A (gridPhase M (π / 2 + s) j)
      = A * Real.cos (2 * π * ((j : ℕ) : ℝ) / M + s) := by
    intro j
    unfold josephsonCurrent gridPhase
    rw [← Real.cos_sub_pi_div_two]
    congr 2
    ring
  apply le_antisymm
  · unfold sampledCritical
    refine Finset.sup'_le _ _ fun j _ => ?_
    rw [hsin j]
    refine mul_le_mul_of_nonneg_left ?_ hA
    rcases Nat.eq_zero_or_pos (j : ℕ) with h0 | h0
    · rw [h0]
      simp
    · -- all other grid points are at least as far from the peak
      have he : 0 < π / M := div_pos Real.pi_pos hM
      have hMe : (M : ℝ) * (π / M) = π := mul_div_cancel₀ π hM.ne'
      have hj1 : (1 : ℝ) ≤ ((j : ℕ) : ℝ) := by exact_mod_cast h0
      have hj2 : ((j : ℕ) : ℝ) + 1 ≤ M := by exact_mod_cast j.isLt
      have hlo := mul_le_mul_of_nonneg_right hj1 he.le
      have hhi := mul_le_mul_of_nonneg_right hj2 he.le
      have hform : 2 * π * ((j : ℕ) : ℝ) / M = 2 * (((j : ℕ) : ℝ) * (π / M)) := by ring
      have ha := le_abs_self s
      have hb := neg_abs_le s
      rw [hform]
      exact cos_le_cos_of_window (by linarith) (by linarith)
  · have h := Finset.le_sup'
      (fun j : Fin M => josephsonCurrent A (gridPhase M (π / 2 + s) j))
      (Finset.mem_univ (⟨0, hMn⟩ : Fin M))
    have hzero : josephsonCurrent A (gridPhase M (π / 2 + s) ⟨0, hMn⟩)
        = A * Real.cos s := by
      rw [hsin]
      simp
    exact hzero.symm.le.trans h

/-- For `A ≥ 0`, as the grid offset varies over all reals, the sampled critical current has
least value `A cos(π/M)` and greatest value `A`, both attained. -/
theorem sampledCritical_sharp_range (M : ℕ) [NeZero M] {A : ℝ} (hA : 0 ≤ A) :
    IsLeast (Set.range (sampledCritical M A)) (A * Real.cos (π / M)) ∧
      IsGreatest (Set.range (sampledCritical M A)) A := by
  have he : 0 ≤ π / (M : ℝ) := div_nonneg Real.pi_pos.le (Nat.cast_nonneg M)
  refine ⟨⟨⟨π / 2 + π / M, ?_⟩, ?_⟩, ⟨⟨π / 2 + 0, ?_⟩, ?_⟩⟩
  · -- worst case: the grid phase nearest to the peak is `π/M` away from it
    exact sampledCritical_near_peak M hA (abs_of_nonneg he).le
  · rintro _ ⟨d, rfl⟩
    exact (sampledCritical_bounds M hA d).1
  · -- best case: a grid phase sits on the peak
    rw [sampledCritical_near_peak M hA (by rw [abs_zero]; exact he), Real.cos_zero, mul_one]
  · rintro _ ⟨d, rfl⟩
    exact (sampledCritical_bounds M hA d).2

/-- For `A ≥ 0` and any offset, sampling at `M` phases misses at most `A π² / (2 M²)` of the
critical current. -/
theorem sampling_error_le (M : ℕ) [NeZero M] {A : ℝ} (hA : 0 ≤ A) (d : ℝ) :
    A - sampledCritical M A d ≤ A * π ^ 2 / (2 * (M : ℝ) ^ 2) := by
  have hcos : 1 - (π / M) ^ 2 / 2 ≤ Real.cos (π / M) := Real.one_sub_sq_div_two_le_cos
  have h := mul_le_mul_of_nonneg_left hcos hA
  have hform : A * (1 - (π / M) ^ 2 / 2) = A - A * π ^ 2 / (2 * (M : ℝ) ^ 2) := by ring
  have hlow := (sampledCritical_bounds M hA d).1
  linarith

end

end JosephsonPhaseGrid
```

```lean
#print axioms JosephsonPhaseGrid.criticalCurrent_isGreatest
#print axioms JosephsonPhaseGrid.sampledCritical_sharp_range
#print axioms JosephsonPhaseGrid.sampling_error_le
```

```
'JosephsonPhaseGrid.criticalCurrent_isGreatest' depends on axioms: [propext, Classical.choice, Quot.sound]
'JosephsonPhaseGrid.sampledCritical_sharp_range' depends on axioms: [propext, Classical.choice, Quot.sound]
'JosephsonPhaseGrid.sampling_error_le' depends on axioms: [propext, Classical.choice, Quot.sound]
```

## Rounding, folding and comparing cosines in Lean

`criticalCurrent_isGreatest` identifies $A$ as the maximum over all phases, with $\pi/2$ as witness.

`exists_phase_near_peak` finds the nearby grid phase. `abs_sub_round` supplies $n$, the integer remainder supplies $j$, and the turn count `k` is $-q$. The equation `key` is the formula for $\delta$, proved by `field_simp` and `ring`.

`sampledCritical_bounds` turns this into the lower bound: `Finset.le_sup'` says that the maximum is at least the sample at $j$. For the upper bound, `Finset.sup'_le` reduces the claim to each single sample.

`cos_le_cos_of_window` is the case split at $\pi$. `sampledCritical_near_peak` uses it for $j\ge1$, where `linarith` derives the window from $1\le j$ and $j+1\le M$, each multiplied by $\pi/M$. The sample at $j=0$ gives the reverse inequality, and `le_antisymm` joins the two.

`sampledCritical_sharp_range` inserts the two displacements and takes the remaining inequalities from `sampledCritical_bounds`. `sampling_error_le` combines the lower bound with Mathlib's quadratic estimate for the cosine.
